# A normalized integer character row on a finite group has at least χ(1)² − 1 zeros

A character row is modelled here as an arbitrary integer-valued function on a finite group $G$, constrained only by the sum rule that the squares of its values add up to the order of the group. A matrix representation enters later, when the result is applied to the traces of symmetry operations.

```lean
import Mathlib

open Finset

namespace IntegerCharacterZeros

variable {G : Type*} [Fintype G]

/-- The sum rule for an integer character row: the squared characters add up to the
order of the group. -/
def IsNormalized (χ : G → ℤ) : Prop := ∑ g, χ g ^ 2 = (Fintype.card G : ℤ)

/-- The symmetry operations whose character vanishes. -/
def zeros (χ : G → ℤ) : Finset G := univ.filter fun g => χ g = 0

/-- The excess of a character value: its square minus one, with one added back
if the value is zero. -/
def excess (n : ℤ) : ℤ := n ^ 2 - 1 + if n = 0 then 1 else 0

/-- The excess of an integer character value is never negative. -/
theorem excess_nonneg (n : ℤ) : 0 ≤ excess n := by
  unfold excess
  split_ifs with h
  · simp [h]
  · have : 0 < n ^ 2 := by positivity
    linarith

/-- The excess vanishes exactly for the character values 0, 1 and -1. -/
theorem excess_eq_zero_iff (n : ℤ) : excess n = 0 ↔ n = 0 ∨ n ^ 2 = 1 := by
  unfold excess
  split_ifs with h
  · simp [h]
  · constructor
    · intro e
      right
      linarith
    · rintro (h0 | h1)
      · exact absurd h0 h
      · linarith

/-- For a normalized integer row, the number of vanishing characters equals the total
excess of the row. -/
theorem card_zeros_eq_sum_excess {χ : G → ℤ} (h : IsNormalized χ) :
    ((zeros χ).card : ℤ) = ∑ g, excess (χ g) := by
  have h' : ∑ g, χ g ^ 2 = (Fintype.card G : ℤ) := h
  have hz : ((zeros χ).card : ℤ) = ∑ g, if χ g = 0 then (1 : ℤ) else 0 := by
    simp [zeros]
  rw [hz]
  simp only [excess, Finset.sum_add_distrib, Finset.sum_sub_distrib]
  rw [h']
  simp

/-- A normalized integer character row has at least `χ(1)² - 1` zeros. -/
theorem sq_sub_one_le_card_zeros [Group G] {χ : G → ℤ} (h : IsNormalized χ) :
    χ 1 ^ 2 - 1 ≤ ((zeros χ).card : ℤ) := by
  rw [card_zeros_eq_sum_excess h]
  -- keep only the term of the identity operation
  have h1 : excess (χ 1) ≤ ∑ g, excess (χ g) :=
    Finset.single_le_sum (f := fun g => excess (χ g))
      (fun g _ => excess_nonneg (χ g)) (mem_univ 1)
  have h2 : χ 1 ^ 2 - 1 ≤ excess (χ 1) := by
    unfold excess
    split_ifs <;> linarith
  exact h2.trans h1

/-- A normalized integer character row of degeneracy at least two contains a zero. -/
theorem exists_zero_of_degenerate [Group G] {χ : G → ℤ} (h : IsNormalized χ)
    (hd : 2 ≤ χ 1) : ∃ g, χ g = 0 := by
  have hb := sq_sub_one_le_card_zeros h
  have hpos : (0 : ℤ) < ((zeros χ).card : ℤ) := by nlinarith
  obtain ⟨g, hg⟩ := Finset.card_pos.mp (by exact_mod_cast hpos : 0 < (zeros χ).card)
  exact ⟨g, (Finset.mem_filter.mp hg).2⟩

/-- For a normalized integer row with `χ(1) ≠ 0`, the number of zeros is exactly `χ(1)² - 1` if and
only if every operation other than the identity has character 0, 1 or -1. -/
theorem card_zeros_eq_iff [Group G] {χ : G → ℤ} (h : IsNormalized χ) (h1 : χ 1 ≠ 0) :
    ((zeros χ).card : ℤ) = χ 1 ^ 2 - 1 ↔ ∀ g, g ≠ 1 → χ g = 0 ∨ χ g ^ 2 = 1 := by
  classical
  have he : excess (χ 1) = χ 1 ^ 2 - 1 := by simp [excess, h1]
  -- split off the identity; the rest is a sum of nonnegative terms
  have hs := Finset.add_sum_erase univ (fun g => excess (χ g)) (mem_univ (1 : G))
  have hzero := Finset.sum_eq_zero_iff_of_nonneg (s := univ.erase (1 : G))
    (f := fun g => excess (χ g)) (fun g _ => excess_nonneg (χ g))

  rw [card_zeros_eq_sum_excess h, ← hs, he]
  constructor
  · intro e g hg
    exact (excess_eq_zero_iff _).mp
      (hzero.mp (by linarith) g (Finset.mem_erase.mpr ⟨hg, mem_univ g⟩))
  · intro hall
    have := hzero.mpr fun g hg =>
      (excess_eq_zero_iff _).mpr (hall g (Finset.mem_erase.mp hg).1)
    linarith

/-- A normalized integer character row has no zero if and only if all its characters
are 1 or -1. -/
theorem no_zero_iff {χ : G → ℤ} (h : IsNormalized χ) :
    (∀ g, χ g ≠ 0) ↔ ∀ g, χ g ^ 2 = 1 := by
  constructor
  · intro hne g
    have hz : zeros χ = ∅ := Finset.filter_eq_empty_iff.mpr fun g _ => hne g
    have hs := card_zeros_eq_sum_excess h
    rw [hz, Finset.card_empty, Nat.cast_zero] at hs
    have hg := (Finset.sum_eq_zero_iff_of_nonneg
      (fun g _ => excess_nonneg (χ g))).mp hs.symm g (mem_univ g)
    exact ((excess_eq_zero_iff _).mp hg).resolve_left (hne g)
  · intro hsq g h0
    have := hsq g
    rw [h0] at this
    norm_num at this

private theorem normSq_int (n : ℤ) : Complex.normSq (n : ℂ) = (n : ℝ) ^ 2 := by
  simp [Complex.normSq_apply, pow_two]

/-- A matrix representation of dimension at least two, with integer characters whose
squared moduli add up to the group order, represents some operation by a traceless matrix. -/
theorem exists_traceless_operation [Group G] {d : ℕ} (hd : 2 ≤ d)
    (D : G →* Matrix (Fin d) (Fin d) ℂ) (χ : G → ℤ)
    (hχ : ∀ g, (D g).trace = (χ g : ℂ))
    (hirr : ∑ g, Complex.normSq (D g).trace = (Fintype.card G : ℝ)) :
    ∃ g, (D g).trace = 0 := by
  -- the character of the identity is the dimension
  have h1 : ((χ 1 : ℤ) : ℂ) = (d : ℂ) := by
    rw [← hχ, map_one, Matrix.trace_one, Fintype.card_fin]
  have h1' : χ 1 = (d : ℤ) := by exact_mod_cast h1
  simp_rw [hχ, normSq_int] at hirr
  have hn : IsNormalized χ := by
    unfold IsNormalized
    exact_mod_cast hirr
  obtain ⟨g, hg⟩ := exists_zero_of_degenerate hn (by rw [h1']; exact_mod_cast hd)
  exact ⟨g, by rw [hχ, hg, Int.cast_zero]⟩

/-- The matrix of a permutation of three objects in the basis `e₀ - e₂`, `e₁ - e₂`. -/
def eMat (σ : Equiv.Perm (Fin 3)) : Matrix (Fin 2) (Fin 2) ℤ :=
  Matrix.of fun i j => (if σ j.castSucc = i.castSucc then 1 else 0) -
    (if σ 2 = i.castSucc then 1 else 0)

/-- The two-dimensional representation of the permutations of three objects, over the
complex numbers. -/
noncomputable def eRep : Equiv.Perm (Fin 3) →* Matrix (Fin 2) (Fin 2) ℂ where
  toFun σ := (Int.castRingHom ℂ).mapMatrix (eMat σ)
  map_one' := by
    rw [show eMat 1 = 1 by decide +kernel, map_one]
  map_mul' σ τ := by
    have h : ∀ σ τ, eMat (σ * τ) = eMat σ * eMat τ := by decide +kernel
    rw [h, map_mul]

/-- The integer character row of the two-dimensional representation `eRep`. -/
def eChar (σ : Equiv.Perm (Fin 3)) : ℤ := eMat σ 0 0 + eMat σ 1 1

/-- The representation `eRep` has the integer characters `eChar`, obeys the sum rule, and
has exactly three vanishing characters. -/
theorem exists_traceless_operation_witness :
    (∀ σ, (eRep σ).trace = (eChar σ : ℂ)) ∧
    ∑ σ, Complex.normSq (eRep σ).trace = (Fintype.card (Equiv.Perm (Fin 3)) : ℝ) ∧
    (zeros eChar).card = 3 := by
  have htr : ∀ σ, (eRep σ).trace = (eChar σ : ℂ) := by
    intro σ
    rw [Matrix.trace_fin_two, eChar, Int.cast_add]
    rfl
  have hn : ∑ σ, eChar σ ^ 2 = (Fintype.card (Equiv.Perm (Fin 3)) : ℤ) := by
    decide +kernel
  refine ⟨htr, ?_, by decide +kernel⟩
  simp_rw [htr, normSq_int]
  exact_mod_cast hn

end IntegerCharacterZeros
```

```lean
#print axioms IntegerCharacterZeros.sq_sub_one_le_card_zeros
#print axioms IntegerCharacterZeros.card_zeros_eq_iff
#print axioms IntegerCharacterZeros.no_zero_iff
#print axioms IntegerCharacterZeros.exists_traceless_operation
```

```
'IntegerCharacterZeros.sq_sub_one_le_card_zeros' depends on axioms: [propext, Classical.choice, Quot.sound]
'IntegerCharacterZeros.card_zeros_eq_iff' depends on axioms: [propext, Classical.choice, Quot.sound]
'IntegerCharacterZeros.no_zero_iff' depends on axioms: [propext, Classical.choice, Quot.sound]
'IntegerCharacterZeros.exists_traceless_operation' depends on axioms: [propext, Classical.choice, Quot.sound]
```

## Rows, sum rule and zeros

Write $\chi(g)$ for the character of the operation $g$, $|G|$ for the number of operations and $1$ for the identity. The predicate `IsNormalized χ` states

$$\sum_{g\in G}\chi(g)^2=|G|.$$

The finite set `zeros χ` collects the operations with $\chi(g)=0$; let $N_0$ be their number. Operations are counted one by one. A printed character table groups them into classes, so a single zero in a column for three reflections contributes three to $N_0$.

For every normalized row, `sq_sub_one_le_card_zeros` states that $N_0\ge\chi(1)^2-1$. If $\chi(1)\ge 2$, the right-hand side is at least 3, and `exists_zero_of_degenerate` concludes that some character vanishes. Two further theorems describe the borderline cases:

- `card_zeros_eq_iff`: if $\chi(1)\neq 0$, then $N_0=\chi(1)^2-1$ exactly when every operation other than the identity has character $0$, $1$ or $-1$.
- `no_zero_iff`: a normalized row has no zero exactly when all its characters are $1$ or $-1$.

## Degenerate levels and traceless operations

The theorem `exists_traceless_operation` takes a homomorphism `D` from $G$ to complex $d\times d$ matrices, with $d\ge 2$. Its hypothesis `hχ` says that every trace is an integer, and `hirr` says that

$$\sum_{g\in G}|\operatorname{tr}D(g)|^2=|G|.$$

For complex representations of a finite group this is the usual test of irreducibility. The file takes the sum rule as a hypothesis and does not derive it from the absence of invariant subspaces. The matrices need not be unitary.

For a degenerate electronic level whose orthonormal orbitals $\psi_1,\dots,\psi_d$ carry such a representation of a finite point group with integer characters, the theorem provides an operation $R$ with $\sum_i\langle\psi_i|R\psi_i\rangle=0$.

Before this theorem is applied to a row of a character table, both the sum rule and the integrality of the values should be checked. In the group $C_3$, the two complex-conjugate species are often printed together as one species $E$ with the row $2,-1,-1$. This row is integer and has no zero, but its squares add up to 6 instead of 3, because the combined representation is reducible over the complex numbers. Rows with irrational entries, such as those of $C_{5v}$, are not covered either. Burnside's theorem gives a zero for every complex irreducible character of degree at least two; the argument below is more elementary and depends on the values being integers.

## Counting zeros by their excess

Define the excess of an integer $n$ by

$$\varepsilon(n)=n^2-1+\delta_{n,0},$$

where $\delta_{n,0}$ is 1 for $n=0$ and 0 otherwise. For $n=0$ the excess is $0-1+1=0$. For $n\neq0$ it is $n^2-1$, which is nonnegative because a nonzero integer has square at least 1. Hence $\varepsilon(n)\ge0$ always, with equality exactly for $n=0$ or $n^2=1$. These are the lemmas `excess_nonneg` and `excess_eq_zero_iff`, both proved by splitting on whether $n$ is zero.

Now sum over the group and insert the sum rule:

$$\sum_g\varepsilon(\chi(g))=\sum_g\chi(g)^2-|G|+N_0=N_0.$$

This is `card_zeros_eq_sum_excess`. Its proof writes the number of zeros as a sum of indicators, distributes the sum over the three terms of the excess and rewrites the sum of squares as the group order.

All terms on the left are nonnegative, so keeping only the identity gives

$$N_0\ge\varepsilon(\chi(1))\ge\chi(1)^2-1.$$

The existence of a zero follows for $\chi(1)\ge2$: `nlinarith` shows that the count is positive, and `Finset.card_pos` turns a positive count into an actual operation.

For the equality condition, let $\chi(1)\neq0$, so that $\varepsilon(\chi(1))=\chi(1)^2-1$. Separating the identity from the sum gives

$$N_0-(\chi(1)^2-1)=\sum_{g\neq1}\varepsilon(\chi(g)).$$

A sum of nonnegative terms vanishes exactly when each term does, which means that every remaining character is $0$ or $\pm1$. In Lean, `Finset.add_sum_erase` separates the identity and `Finset.sum_eq_zero_iff_of_nonneg` handles the remaining sum.

If a row has no zeros, then $N_0=0$, the total excess vanishes, and every term is zero. Since no character is itself zero, each satisfies $\chi(g)^2=1$. Conversely, a number whose square is 1 is not zero. This proves `no_zero_iff`.

For a matrix representation, $D(1)$ is the identity matrix, so $\chi(1)=\operatorname{tr}D(1)=d$. The squared modulus of an integer trace is the ordinary square of that integer, as `normSq_int` records. The hypothesis `hirr` therefore becomes the integer sum rule, and the existence theorem applies with $\chi(1)=d\ge2$.

## How one term bounds the whole sum

The lower bound turns on the Mathlib lemma `Finset.single_le_sum`: if every term of a finite sum is nonnegative, any single term is at most the sum. The proof supplies the function `fun g => excess (χ g)`, the nonnegativity of its values, and the membership of the identity in the set of all operations.

The definition of the excess is fitted to this lemma. The simpler quantity $\chi(g)^2-1$ sums to zero over the group, but it equals $-1$ wherever the character vanishes, so the lemma would not apply to it. Adding one at each zero removes the negative terms and, at the same time, makes the total equal to the number being estimated.

## The smallest degenerate rows

For $\chi(1)=2$ the bound is three zeros. Together with the identity this requires at least four operations, and the row $2,0,0,0$ on a group of order four does satisfy the sum rule. It is not the character of an irreducible representation, since every group of order four is abelian and has only one-dimensional complex irreducible representations. The theorems about rows thus apply to more functions than the characters of irreducible representations.

A genuine representation with exactly three zeros is given by the permutations of three objects, a group isomorphic to $C_{3v}$. The definition `eMat` lets a permutation act on the differences $e_0-e_2$ and $e_1-e_2$ of the basis vectors $e_0,e_1,e_2$, which produces integer $2\times2$ matrices. The identity has trace 2, the two cyclic permutations have trace $-1$, and the three exchanges have trace 0:

$$2^2+2\cdot(-1)^2+3\cdot0^2=6,\qquad N_0=3=2^2-1.$$

The map `eRep` packages these matrices as a complex representation; `decide +kernel` checks the product rule by evaluating all pairs of permutations. The theorem `exists_traceless_operation_witness` then confirms the integer traces, the sum rule and the count of three zeros. For this two-dimensional representation, all the hypotheses of `exists_traceless_operation` are met and the lower bound is attained.
